# Quantum Zeno limit for finitely many levels: survival over a fixed time tends to one as equally spaced ideal measurements multiply

Take a two-level system with energies $0$ and $\omega$, in units with $\hbar=1$, prepared in an equal superposition. After time $t$ it is found in its initial state with probability

$$P(t)=\left|\tfrac12(1+e^{-i\omega t})\right|^2=\cos^2(\omega t/2).$$

The loss $1-P(t)=\sin^2(\omega t/2)$ is at most $\omega^2t^2/4$, quadratic in time. Suppose the state is checked $n$ times, at equal intervals $t/n$, by ideal measurements that leave the system in its initial state whenever they find it there. Each interval then loses at most $\omega^2t^2/(4n^2)$, so the total loss is at most $\omega^2t^2/(4n)$, which vanishes as $n$ grows. The same argument works for any finite number of levels.

## Survival probability and energy variance

The levels are labelled by a finite type `ι`.

```lean
import Mathlib

open Filter Topology

namespace QuantumZeno

noncomputable section

variable {ι : Type*} [Fintype ι]
```

Level $j$ has real energy $E_j$ and weight $p_j$, and

$$P(t)=\Big|\sum_j p_j e^{-iE_jt}\Big|^2 .$$

```lean
/-- The survival probability at time `t` of a state with weights `p j` on levels of
energy `E j`, in units with `ℏ = 1`. -/
def survival (p E : ι → ℝ) (t : ℝ) : ℝ :=
  ‖∑ j, (p j : ℂ) * Complex.exp (-Complex.I * E j * t)‖ ^ 2
```

The spread in energy is measured by $\sigma^2=\sum_j p_j(E_j-m)^2$, with mean $m=\sum_k p_kE_k$.

```lean
/-- The energy variance: the weighted mean squared deviation from the mean energy. -/
def energyVariance (p E : ι → ℝ) : ℝ :=
  ∑ j, p j * (E j - ∑ k, p k * E k) ^ 2
```

For a state with amplitudes $c_j$ in the energy eigenbasis, evolution multiplies each $c_j$ by $e^{-iE_jt}$. The overlap with the initial state is $\sum_j c_j^*e^{-iE_jt}c_j$, so the weights are $p_j=|c_j|^2$. Lean compares the sums term by term.

```lean
/-- For a state with amplitudes `c j` in the energy eigenbasis, the survival probability with
weights `|c j|²` is the squared overlap of the state with its time-evolved self. -/
theorem survival_eq_overlap (c : ι → ℂ) (E : ι → ℝ) (t : ℝ) :
    survival (fun j => Complex.normSq (c j)) E t =
      ‖∑ j, star (c j) * (Complex.exp (-Complex.I * E j * t) * c j)‖ ^ 2 := by
  unfold survival
  congr 2
  refine Finset.sum_congr rfl fun j _ => ?_
  rw [Complex.normSq_eq_conj_mul_self, starRingEnd_apply]
  ring
```

## Quadratic loss at short times

Write the amplitude as $C-iS$, with $C=\sum_jp_j\cos E_jt$ and $S=\sum_jp_j\sin E_jt$. Then

$$P(t)=C^2+S^2=\sum_{j,k}p_jp_k\cos((E_j-E_k)t),$$

by the cosine subtraction formula, `Real.cos_sub`.

```lean
/-- The survival probability is a double sum of cosines oscillating at the energy
differences. -/
theorem survival_eq_pairs (p E : ι → ℝ) (t : ℝ) :
    survival p E t = ∑ j, ∑ k, p j * p k * Real.cos ((E j - E k) * t) := by
  -- split the amplitude into real and imaginary parts
  have h : ∑ j, (p j : ℂ) * Complex.exp (-Complex.I * E j * t) =
      ((∑ j, p j * Real.cos (E j * t) : ℝ) : ℂ) +
        ((-∑ j, p j * Real.sin (E j * t) : ℝ) : ℂ) * Complex.I := by
    push_cast
    rw [← Finset.sum_neg_distrib, Finset.sum_mul, ← Finset.sum_add_distrib]
    refine Finset.sum_congr rfl fun j _ => ?_
    rw [show -Complex.I * (E j : ℂ) * (t : ℂ) = (-((E j : ℂ) * t)) * Complex.I by ring,
      Complex.exp_mul_I, Complex.cos_neg, Complex.sin_neg]
    ring
  unfold survival
  rw [Complex.sq_norm, h, Complex.normSq_add_mul_I, neg_sq, sq, sq,
    Finset.sum_mul_sum, Finset.sum_mul_sum, ← Finset.sum_add_distrib]
  refine Finset.sum_congr rfl fun j _ => ?_
  rw [← Finset.sum_add_distrib]
  refine Finset.sum_congr rfl fun k _ => ?_
  rw [sub_mul, Real.cos_sub]
  ring
```

The same pairs give the variance. Let $s=\sum_jp_jE_j^2$. When $\sum_jp_j=1$, expanding the squares gives $\sigma^2=s-m^2$ and

$$\sum_{j,k}p_jp_k(E_j-E_k)^2=s-2m^2+s=2\sigma^2 .$$

The proof sums over $k$ first (`inner_sum`), then over $j$.

```lean
/-- For weights summing to one, the mean squared energy difference over pairs of levels is
twice the energy variance. -/
theorem sum_pairs_eq_variance {p : ι → ℝ} (hp : ∑ j, p j = 1) (E : ι → ℝ) :
    ∑ j, ∑ k, p j * p k * (E j - E k) ^ 2 = 2 * energyVariance p E := by
  have hv : energyVariance p E = ∑ j, p j * E j ^ 2 - (∑ j, p j * E j) ^ 2 := by
    unfold energyVariance
    generalize hm : ∑ k, p k * E k = m
    calc ∑ j, p j * (E j - m) ^ 2
        = ∑ j, (p j * E j ^ 2 - 2 * m * (p j * E j) + m ^ 2 * p j) :=
          Finset.sum_congr rfl fun j _ => by ring
      _ = _ := by
          rw [Finset.sum_add_distrib, Finset.sum_sub_distrib, ← Finset.mul_sum,
            ← Finset.mul_sum, hp, hm]
          ring
  rw [hv]
  generalize hm : ∑ k, p k * E k = m
  generalize hs : ∑ k, p k * E k ^ 2 = s
  have inner_sum : ∀ j, ∑ k, p j * p k * (E j - E k) ^ 2 =
      p j * E j ^ 2 - 2 * m * (p j * E j) + s * p j := fun j => by
    calc ∑ k, p j * p k * (E j - E k) ^ 2
        = ∑ k, (p j * E j ^ 2 * p k - 2 * (p j * E j) * (p k * E k)
            + p j * (p k * E k ^ 2)) := Finset.sum_congr rfl fun k _ => by ring
      _ = _ := by
          rw [Finset.sum_add_distrib, Finset.sum_sub_distrib, ← Finset.mul_sum,
            ← Finset.mul_sum, ← Finset.mul_sum, hp, hm, hs]
          ring
  rw [Finset.sum_congr rfl fun j _ => inner_sum j, Finset.sum_add_distrib,
    Finset.sum_sub_distrib, ← Finset.mul_sum, ← Finset.mul_sum, hp, hm, hs]
  ring
```

Since $1=(\sum_jp_j)^2=\sum_{j,k}p_jp_k$, subtracting the cosine sum yields

$$1-P(t)=\sum_{j,k}p_jp_k\,[1-\cos((E_j-E_k)t)].$$

```lean
/-- For weights summing to one, the decay probability is a double sum of `1 - cos` of the
phase differences between levels. -/
theorem one_sub_survival {p : ι → ℝ} (hp : ∑ j, p j = 1) (E : ι → ℝ) (t : ℝ) :
    1 - survival p E t = ∑ j, ∑ k, p j * p k * (1 - Real.cos ((E j - E k) * t)) := by
  have h1 : ∑ j, ∑ k, p j * p k = 1 := by
    rw [← Finset.sum_mul_sum, hp, one_mul]
  rw [survival_eq_pairs]
  simp only [mul_sub, mul_one, Finset.sum_sub_distrib, h1]
```

If also $p_j\ge0$, every term is nonnegative, hence $P(t)\le1$.

```lean
/-- For probabilities `p j`, the survival probability never exceeds one. -/
theorem survival_le_one {p : ι → ℝ} (h0 : ∀ j, 0 ≤ p j) (hp : ∑ j, p j = 1)
    (E : ι → ℝ) (t : ℝ) : survival p E t ≤ 1 := by
  rw [← sub_nonneg, one_sub_survival hp]
  exact Finset.sum_nonneg fun j _ => Finset.sum_nonneg fun k _ =>
    mul_nonneg (mul_nonneg (h0 j) (h0 k)) (sub_nonneg.mpr (Real.cos_le_one _))
```

Using $1-\cos x\le x^2/2$ in each term,

$$1-P(t)\le\frac{t^2}{2}\sum_{j,k}p_jp_k(E_j-E_k)^2=\sigma^2t^2 .$$

```lean
/-- For probabilities `p j`, the decay probability at time `t` is at most the energy variance
times `t²`. -/
theorem one_sub_survival_le {p : ι → ℝ} (h0 : ∀ j, 0 ≤ p j) (hp : ∑ j, p j = 1)
    (E : ι → ℝ) (t : ℝ) : 1 - survival p E t ≤ energyVariance p E * t ^ 2 := by
  rw [one_sub_survival hp]
  calc ∑ j, ∑ k, p j * p k * (1 - Real.cos ((E j - E k) * t))
      ≤ ∑ j, ∑ k, t ^ 2 / 2 * (p j * p k * (E j - E k) ^ 2) := by
        refine Finset.sum_le_sum fun j _ => Finset.sum_le_sum fun k _ => ?_
        have hc := Real.one_sub_sq_div_two_le_cos (x := (E j - E k) * t)
        have hm := mul_le_mul_of_nonneg_left
          (show 1 - Real.cos ((E j - E k) * t) ≤ ((E j - E k) * t) ^ 2 / 2 by linarith)
          (mul_nonneg (h0 j) (h0 k))
        exact hm.trans_eq (by ring)
    _ = energyVariance p E * t ^ 2 := by
        simp only [← Finset.mul_sum]
        rw [sum_pairs_eq_variance hp]
        ring
```

## Repeated measurements

An ideal measurement that finds the initial state also resets the system to it. Survival through $n$ checks spaced by $\tau$ then has probability $P(\tau)^n$. This product rule enters through the formula; the theorems do not derive it from a measurement model, and a real detector with finite duration or imperfect projection need not obey it.

Bernoulli's inequality gives $P^n=(1+(P-1))^n\ge1+n(P-1)$, and therefore

$$1-P(\tau)^n\le n(1-P(\tau))\le n\sigma^2\tau^2 .$$

```lean
/-- For probabilities `p j`, the probability of failing at least one of `n` survival
measurements spaced by `τ` is at most `n` times the energy variance times `τ²`. -/
theorem zeno_bound {p : ι → ℝ} (h0 : ∀ j, 0 ≤ p j) (hp : ∑ j, p j = 1)
    (E : ι → ℝ) (τ : ℝ) (n : ℕ) :
    1 - survival p E τ ^ n ≤ n * (energyVariance p E * τ ^ 2) := by
  have hP : 0 ≤ survival p E τ := sq_nonneg _
  -- Bernoulli's inequality
  have hb := one_add_mul_le_pow (show -2 ≤ survival p E τ - 1 by linarith) n
  rw [add_sub_cancel] at hb
  have hm := mul_le_mul_of_nonneg_left (one_sub_survival_le h0 hp E τ) (Nat.cast_nonneg (α := ℝ) n)
  linarith
```

Now fix the total time $t$ and set $\tau=t/n$. For $n\ge1$,

$$1-\frac{\sigma^2t^2}{n}\le P(t/n)^n\le1 ,$$

and both outer terms tend to $1$.

In `zeno_limit`, `h0` says that the weights are nonnegative and `hp` that they sum to one. The energies are arbitrary reals, degeneracies included, and `t` is any fixed real number. The conclusion, `Tendsto … atTop (𝓝 1)`, is convergence to $1$ as the natural number `n` grows. The proof is the squeeze above, with `hlow` as the limit of the lower bound. In quantum mechanics, this describes how frequent ideal checks for the initial state hold an otherwise isolated finite-level system in that state.

```lean
/-- **Quantum Zeno limit.** For probabilities `p j` and a fixed total time `t`, the probability
of surviving `n` equally spaced measurements tends to one as `n` grows. -/
theorem zeno_limit {p : ι → ℝ} (h0 : ∀ j, 0 ≤ p j) (hp : ∑ j, p j = 1)
    (E : ι → ℝ) (t : ℝ) :
    Tendsto (fun n : ℕ => survival p E (t / n) ^ n) atTop (𝓝 1) := by
  have hlow : Tendsto (fun n : ℕ => 1 - energyVariance p E * t ^ 2 / (n : ℝ)) atTop (𝓝 1) := by
    simpa using (tendsto_const_div_atTop_nhds_zero_nat (energyVariance p E * t ^ 2)).const_sub 1
  refine tendsto_of_tendsto_of_tendsto_of_le_of_le hlow tendsto_const_nhds
    (fun n => ?_) (fun n => pow_le_one₀ (sq_nonneg _) (survival_le_one h0 hp E _))
  have h := zeno_bound h0 hp E (t / n) n
  have e : (n : ℝ) * (energyVariance p E * (t / n) ^ 2) = energyVariance p E * t ^ 2 / n := by
    rcases eq_or_ne (n : ℝ) 0 with hn | hn
    · simp [hn]
    · field_simp
  show 1 - energyVariance p E * t ^ 2 / (n : ℝ) ≤ survival p E (t / n) ^ n
  linarith
```

Normalisation cannot be relaxed to a total weight of at most one. A single level with $p=1/2$ has $P(t)=1/4$ at all times, so $P(t/n)^n=4^{-n}$ tends to $0$.

The shrinking interval matters as well. If $\tau$ stays fixed and $P(\tau)<1$, then $P(\tau)^n\to0$, because the powers of a number in $[0,1)$ tend to zero; the total time $n\tau$ now grows with $n$ when $\tau>0$. The condition $P(\tau)<1$ excludes energy eigenstates, and also exact revivals such as $\tau=2\pi/\omega$ in the two-level example.

```lean
/-- If the survival probability over a fixed interval `τ` is below one, the probability of
surviving `n` measurements spaced by `τ` tends to zero as `n` grows. -/
theorem fixed_interval_decay (p E : ι → ℝ) (τ : ℝ) (h : survival p E τ < 1) :
    Tendsto (fun n : ℕ => survival p E τ ^ n) atTop (𝓝 0) := by
  have hP : 0 ≤ survival p E τ := sq_nonneg _
  exact tendsto_pow_atTop_nhds_zero_of_lt_one hP h

end

end QuantumZeno
```

```lean
#print axioms QuantumZeno.survival_eq_overlap
-- 'QuantumZeno.survival_eq_overlap' depends on axioms: [propext, Classical.choice, Quot.sound]
#print axioms QuantumZeno.zeno_limit
-- 'QuantumZeno.zeno_limit' depends on axioms: [propext, Classical.choice, Quot.sound]
#print axioms QuantumZeno.fixed_interval_decay
-- 'QuantumZeno.fixed_interval_decay' depends on axioms: [propext, Classical.choice, Quot.sound]
```
